# Polarizability symmetry under half-turns about three perpendicular axes does not make the second-order energy isotropic

The theorem concerns a model core with three excitations, whose gaps are 1, 2 and 4 and whose transition dipoles are unit vectors along the three coordinate axes. It states that the static polarizability matrix is unchanged by a rotation by π about each axis, yet the second-order energies in static unit fields along the first and second axes differ; they are -1 and -1/2. The attempt proves the symmetry entry by entry, using the fact that the half-turn matrices are diagonal. For the energies it unfolds the definitions, expands the sums over three indices and leaves the arithmetic to `norm_num`.

This version doesn't compile in Lean 4 with Mathlib:

```lean
import Mathlib

open Matrix

namespace CorePolarization

noncomputable section

variable {ι : Type*} [Fintype ι]

/-- The coupling `f · d` of a real electric field to a complex transition dipole. -/
def coupling (f : Fin 3 → ℝ) (d : Fin 3 → ℂ) : ℂ := ∑ i, (f i : ℂ) * d i

/-- The second-order energy of the core in the field `f`, as a sum over excitations with
nonzero gaps `w n` and transition dipoles `d n`. -/
def secondOrderEnergy (w : ι → ℝ) (d : ι → Fin 3 → ℂ) (f : Fin 3 → ℝ) : ℝ :=
  -∑ n, Complex.normSq (coupling f (d n)) / w n

/-- The static dipole polarizability matrix of the core, for nonzero gaps `w n`. -/
def polarizability (w : ι → ℝ) (d : ι → Fin 3 → ℂ) : Matrix (Fin 3) (Fin 3) ℝ :=
  Matrix.of fun i j => ∑ n, 2 * (starRingEnd ℂ (d n i) * d n j).re / w n

/-- The rotation by `π` about the axis `k`. -/
def halfTurn (k : Fin 3) : Matrix (Fin 3) (Fin 3) ℝ :=
  Matrix.diagonal fun i => if i = k then 1 else -1

/-- Three transition dipoles of unit length, one along each axis. -/
def axisDipole : Fin 3 → Fin 3 → ℂ := fun n i => if n = i then 1 else 0

/-- For the dipoles `axisDipole` with gaps `1, 2, 4`, the polarizability is unchanged by all three
half-turns, yet unit fields along the first and second axes give different energies. -/
theorem halfTurns_not_sufficient :
    (∀ k, halfTurn k * polarizability ![1, 2, 4] axisDipole * (halfTurn k)ᵀ
      = polarizability ![1, 2, 4] axisDipole) ∧
    secondOrderEnergy ![1, 2, 4] axisDipole ![1, 0, 0]
      ≠ secondOrderEnergy ![1, 2, 4] axisDipole ![0, 1, 0] := by
  constructor
  · intro k
    ext i j
    rw [halfTurn, Matrix.diagonal_transpose, Matrix.mul_diagonal, Matrix.diagonal_mul]
    fin_cases k <;> fin_cases i <;> fin_cases j <;>
      simp [polarizability, axisDipole, Fin.sum_univ_three]
  · norm_num [secondOrderEnergy, coupling, axisDipole, Fin.sum_univ_three]

end

end CorePolarization
```

The compiler's answer:

```
Main.lean:43:2: error: unsolved goals
case right
⊢ ¬-(![1, 0, 0] 2 * ![1, 0, 0] 2 / ![1, 2, 4] 2) + -1 = -(![0, 1, 0] 2 * ![0, 1, 0] 2 / ![1, 2, 4] 2) + -(1 / 2)
```

What went wrong. The error is in the second part, the inequality of the energies. `norm_num` has worked out the terms for indices 0 and 1, but the goal it leaves still contains `![1, 0, 0] 2`, `![0, 1, 0] 2` and `![1, 2, 4] 2`. These are the last entries of explicit vectors, with values 0, 0 and 4, and until they are read off the two sides cannot be compared as numbers.

Entries 0 and 1 are covered by ordinary simp lemmas. Entry 2 is read off by a simplification procedure, `Matrix.cons_val`, which `simp` runs by default and `norm_num` does not. The diff therefore replaces `norm_num` with `simp` and keeps the same list of definitions and lemmas. `simp` evaluates the remaining entries, so the third term of each sum vanishes, and it can then settle that -1 and -1/2 are different.

The repair, with which the file compiles:

```diff
@@ -41,5 +41,5 @@
     fin_cases k <;> fin_cases i <;> fin_cases j <;>
       simp [polarizability, axisDipole, Fin.sum_univ_three]
-  · norm_num [secondOrderEnergy, coupling, axisDipole, Fin.sum_univ_three]
+  · simp [secondOrderEnergy, coupling, axisDipole, Fin.sum_univ_three]
 
 end
```
